# Every non-empty particle-number sector of a finite-dimensional system has a least energy expectation value

The theorem `exists_sectorEnergy` concerns a Hermitian matrix `H` on a space with a finite occupation basis, where each basis state holds between 0 and `M` particles. It says that if some basis state `i` holds `num i` particles, then among all unit vectors with exactly that particle number the expectation value ⟨v, H v⟩ attains a minimum. `H` may contain interactions and need not conserve particle number, so this minimum need not be an eigenvalue of `H`. The proof tries to show that the set `K` of these vectors is closed, bounded and non-empty, hence compact, and that the continuous energy expectation therefore attains its minimum on it.

An attempt in Lean 4 with a fault in it:

```lean
import Mathlib

open Matrix
open scoped ComplexOrder

namespace ExistsSectorEnergy

noncomputable section

variable {ι : Type*} [Fintype ι] [DecidableEq ι] {M : ℕ}

/-- The number operator, diagonal in the occupation basis; basis state `i` holds `num i`
particles, between `0` and `M`. -/
def numberOp (num : ι → Fin (M + 1)) : Matrix ι ι ℂ :=
  diagonal fun i => ((num i : ℕ) : ℂ)

/-- The expression `⟨v, A v⟩` for an operator `A` and a vector `v`. -/
def expVal (A : Matrix ι ι ℂ) (v : ι → ℂ) : ℂ := star v ⬝ᵥ A *ᵥ v

/-- `e` is the ground energy of the `k`-particle sector: the least energy of a unit vector
with exactly `k` particles. -/
def IsSectorEnergy (H : Matrix ι ι ℂ) (num : ι → Fin (M + 1)) (k : Fin (M + 1))
    (e : ℝ) : Prop :=
  IsLeast {r : ℝ | ∃ v : ι → ℂ, star v ⬝ᵥ v = 1 ∧
    numberOp num *ᵥ v = ((k : ℕ) : ℂ) • v ∧ expVal H v = r} e

omit [DecidableEq ι] in
/-- For a Hermitian operator `⟨v, H v⟩` is real. -/
theorem expVal_re {H : Matrix ι ι ℂ} (hH : H.IsHermitian) (v : ι → ℂ) :
    ((expVal H v).re : ℂ) = expVal H v := by
  apply Complex.conj_eq_iff_re.mp
  change star (star v ⬝ᵥ H *ᵥ v) = star v ⬝ᵥ H *ᵥ v
  rw [← Matrix.star_dotProduct, Matrix.star_mulVec, hH.eq, ← Matrix.dotProduct_mulVec]

/-- For Hermitian `H`, every sector that contains a basis state has a ground energy. -/
theorem exists_sectorEnergy {H : Matrix ι ι ℂ} (hH : H.IsHermitian)
    (num : ι → Fin (M + 1)) (i : ι) : ∃ e, IsSectorEnergy H num (num i) e := by
  let K : Set (ι → ℂ) := {v | star v ⬝ᵥ v = 1} ∩
    {v | numberOp num *ᵥ v = ((num i : ℕ) : ℂ) • v}
  have hclosed : IsClosed K := by
    refine IsClosed.inter (isClosed_eq ?_ continuous_const)
      (isClosed_eq (continuous_const.matrix_mulVec continuous_id) (continuous_id.const_smul _))
    simp only [dotProduct, Pi.star_apply]
    fun_prop
  have hbdd : Bornology.IsBounded K := by
    refine (Metric.isBounded_closedBall (x := (0 : ι → ℂ)) (r := 1)).subset fun v hv => ?_
    rw [mem_closedBall_zero_iff, pi_norm_le_iff_of_nonneg zero_le_one]
    intro j
    have h := congrArg Complex.re hv.1
    simp only [dotProduct, Pi.star_apply, Complex.re_sum, Complex.star_def,
      ← Complex.normSq_eq_conj_mul_self, Complex.ofReal_re, Complex.one_re] at h
    have hj := Finset.single_le_sum (f := fun j => Complex.normSq (v j))
      (fun j _ => Complex.normSq_nonneg _) (Finset.mem_univ j)
    simp only [h, Complex.normSq_eq_norm_sq] at hj
    nlinarith [norm_nonneg (v j)]
  have hne : K.Nonempty := by
    refine ⟨fun j => if j = i then 1 else 0, ?_, ?_⟩
    · simp [dotProduct]
    · ext j
      by_cases h : j = i <;> simp [numberOp, mulVec_diagonal, h]
  have hcont : Continuous fun v : ι → ℂ => (expVal H v).re := by
    simp only [expVal, dotProduct, mulVec, Pi.star_apply]
    fun_prop
  obtain ⟨v, hv, hmin⟩ := (Metric.isCompact_of_isClosed_isBounded hclosed hbdd).exists_isMinOn
    hne hcont.continuousOn
  refine ⟨(expVal H v).re, ⟨v, hv.1, hv.2, (expVal_re hH v).symm⟩, ?_⟩
  rintro r ⟨w, h1, h2, h3⟩
  have h : (expVal H v).re ≤ (expVal H w).re := isMinOn_iff.mp hmin w ⟨h1, h2⟩
  rwa [h3, Complex.ofReal_re] at h

end

end ExistsSectorEnergy
```

The error:

```
Main.lean:42:66: error: Application type mismatch: The argument
  Continuous.const_smul continuous_id ?m.106
has type
  Continuous (?m.106 • id)
but is expected to have type
  Continuous (HSMul.hSMul ↑↑(num i))
in the application
  isClosed_eq (Continuous.matrix_mulVec continuous_const continuous_id) (Continuous.const_smul continuous_id ?m.106)
Main.lean:55:4: error: linarith failed to find a contradiction
ι : Type u_1
inst✝¹ : Fintype ι
inst✝ : DecidableEq ι
M : ℕ
H : Matrix ι ι ℂ
hH : H.IsHermitian
num : ι → Fin (M + 1)
i : ι
K : Set (ι → ℂ) := {v | star v ⬝ᵥ v = 1} ∩ {v | numberOp num *ᵥ v = ↑↑(num i) • v}
hclosed : IsClosed K
v : ι → ℂ
hv : v ∈ K
j : ι
h : ∑ x, Complex.normSq (v x) = 1
hj : ‖v j‖ ^ 2 ≤ ∑ x, ‖v x‖ ^ 2
a✝ : 1 < ‖v j‖
⊢ False
failed
Main.lean:54:15: warning: This simp argument is unused:
  h

Hint: Omit it from the simp argument list.
  [apply] simp only [Complex.normSq_eq_norm_sq] at hj

Note: This linter can be disabled with `set_option linter.unusedSimpArgs false`
```

The first error is in the proof that `K` is closed. Lean needs continuity of the map `v ↦ c • v`, which it displays as `HSMul.hSMul ↑↑(num i)`. `continuous_id.const_smul _` offers continuity of `?m.106 • id`, a scalar times the identity function, and Lean fails to match the two forms. `continuous_const_smul _` is about the map `v ↦ c • v` itself, so it fits.

The second error is in the proof that `K` is bounded. `simp only` was meant to use `h` to replace the sum of `Complex.normSq (v x)` in `hj` by 1. But it rewrote the terms inside the sum to `‖v x‖ ^ 2` first, after which the left side of `h` no longer matched; hence the warning that `h` is unused. `nlinarith` was left with two sums that it treats as unrelated, and so had no bound on `‖v j‖ ^ 2`. The repair rewrites both `h` and `hj` in terms of norms, and `rw [h] at hj` then gives `‖v j‖ ^ 2 ≤ 1`, which contradicts `1 < ‖v j‖`.

Fix (accepted with no message):

```diff
@@ -40,5 +40,5 @@
   have hclosed : IsClosed K := by
     refine IsClosed.inter (isClosed_eq ?_ continuous_const)
-      (isClosed_eq (continuous_const.matrix_mulVec continuous_id) (continuous_id.const_smul _))
+      (isClosed_eq (continuous_const.matrix_mulVec continuous_id) (continuous_const_smul _))
     simp only [dotProduct, Pi.star_apply]
     fun_prop
@@ -52,5 +52,6 @@
     have hj := Finset.single_le_sum (f := fun j => Complex.normSq (v j))
       (fun j _ => Complex.normSq_nonneg _) (Finset.mem_univ j)
-    simp only [h, Complex.normSq_eq_norm_sq] at hj
+    simp only [Complex.normSq_eq_norm_sq] at h hj
+    rw [h] at hj
     nlinarith [norm_nonneg (v j)]
   have hne : K.Nonempty := by
```
